# A starting bracket for the constraint multiplier of a fixed Hamiltonian

Bisection for the multiplier in a constrained calculation, say one that fixes the charge on a fragment, needs two starting values with constraint errors of opposite sign. For a fixed Hamiltonian in a finite basis, the spectra of the Hamiltonian and the constraint operator supply them.

Let \(H\) be the Hamiltonian with extreme levels \(h_1\le h_2\), \(C\) the constraint operator, \(c\) its target value and \(V\) the real multiplier. Write \(W(V)\) for the lowest level of \(H+V(C-c)\). If the spectrum of \(C\) reaches at least \(d>0\) below and above \(c\), every maximiser of \(W\) satisfies

\[ |V|\le (h_2-h_1)/d . \]

\(H\) may be an interacting many-electron Hamiltonian in a finite basis. A self-consistent Kohn–Sham calculation, where \(H\) changes with the density and hence with \(V\), needs a further argument. The counter-examples below are short calculations without a Lean proof.

## Hermitian operators in a finite basis

Physically, \(H\) and \(C\) are observables. By hand, expand a normalised state in an eigenbasis of a Hermitian \(A\), with eigenvalues \(e_i\) and coefficients \(a_i\):

\[ \langle A\rangle=\sum_i e_i|a_i|^2\ge \min_i e_i . \]

Applying this to \(-A\) gives the upper bound.

In Lean, `E` is a nonzero finite-dimensional complex inner product space, and `IsSymmetric` expresses Hermiticity. `levels` collects the real eigenvalues; `lowest` and `highest` are their infimum and supremum. `expect A x` is unnormalised, so the physical expectation value is `expect A x` divided by \(\|x\|^2\).

```lean
import Mathlib

open Module

namespace ConstraintMultiplierBracket

noncomputable section

variable {E : Type*} [NormedAddCommGroup E] [InnerProductSpace ℂ E]

/-- The real energy levels of an operator: its real eigenvalues. -/
def levels (A : E →ₗ[ℂ] E) : Set ℝ := {e | ∃ x : E, x ≠ 0 ∧ A x = (e : ℂ) • x}

/-- The lowest level, as the infimum of the real eigenvalues. -/
def lowest (A : E →ₗ[ℂ] E) : ℝ := sInf (levels A)

/-- The highest level, as the supremum of the real eigenvalues. -/
def highest (A : E →ₗ[ℂ] E) : ℝ := sSup (levels A)

/-- The real part of `⟨x|A|x⟩`, without normalisation of `x`. -/
def expect (A : E →ₗ[ℂ] E) (x : E) : ℝ := (inner ℂ x (A x)).re

/-- The Hamiltonian `H + V (C - c)` with constraint operator `C`, target `c` and
multiplier `V`. -/
def constrained (H C : E →ₗ[ℂ] E) (c V : ℝ) : E →ₗ[ℂ] E :=
  H + (V : ℂ) • (C - (c : ℂ) • LinearMap.id)
```

The next three lemmas split the constrained energy into \(\langle H\rangle\) and \(V\) times the constraint error, evaluate expectation values in eigenvectors, and show that \(H+V(C-c)\) is Hermitian.

```lean
/-- The expectation value of `H + V (C - c)` is that of `H` plus `V` times the
constraint error. -/
theorem expect_constrained (H C : E →ₗ[ℂ] E) (c V : ℝ) (x : E) :
    expect (constrained H C c V) x = expect H x + V * (expect C x - c * ‖x‖ ^ 2) := by
  have hn : inner ℂ x x = ((‖x‖ ^ 2 : ℝ) : ℂ) :=
    (inner_self_eq_norm_sq_to_K x).trans (Complex.ofReal_pow ‖x‖ 2).symm
  simp only [expect, constrained, LinearMap.add_apply, LinearMap.smul_apply,
    LinearMap.sub_apply, LinearMap.id_apply, inner_add_right, inner_smul_right,
    inner_sub_right, hn, Complex.add_re, Complex.re_ofReal_mul, Complex.sub_re,
    Complex.ofReal_re]

/-- In an eigenvector the expectation value is the eigenvalue times the squared norm. -/
theorem expect_eigen {A : E →ₗ[ℂ] E} {e : ℝ} {x : E} (h : A x = (e : ℂ) • x) :
    expect A x = e * ‖x‖ ^ 2 := by
  have hn : inner ℂ x x = ((‖x‖ ^ 2 : ℝ) : ℂ) :=
    (inner_self_eq_norm_sq_to_K x).trans (Complex.ofReal_pow ‖x‖ 2).symm
  rw [expect, h, inner_smul_right, hn, Complex.re_ofReal_mul, Complex.ofReal_re]

/-- For symmetric `H` and `C` and real `c` and `V`, `H + V (C - c)` is symmetric. -/
theorem constrained_symm {H C : E →ₗ[ℂ] E} (hH : H.IsSymmetric) (hC : C.IsSymmetric)
    (c V : ℝ) : (constrained H C c V).IsSymmetric := by
  intro x y
  simp only [constrained, LinearMap.add_apply, LinearMap.smul_apply, LinearMap.sub_apply,
    LinearMap.id_apply, inner_add_left, inner_add_right, inner_smul_left, inner_smul_right,
    inner_sub_left, inner_sub_right, Complex.conj_ofReal, hH x y, hC x y]
```

`lowest_spec` carries out the eigenbasis expansion: `h1` expands the squared norm, `h2` the expectation value, and the sums are compared term by term. `highest_spec` applies it to `-A`. Both show that the extreme level is attained.

```lean
variable [FiniteDimensional ℂ E] [Nontrivial E]

/-- Variational principle: a symmetric operator attains its lowest level, which bounds
every expectation value from below. -/
theorem lowest_spec {A : E →ₗ[ℂ] E} (hA : A.IsSymmetric) :
    IsLeast (levels A) (lowest A) ∧ ∀ x, lowest A * ‖x‖ ^ 2 ≤ expect A x := by
  obtain ⟨b, ev, hb⟩ : ∃ (b : OrthonormalBasis (Fin (finrank ℂ E)) ℂ E)
      (ev : Fin (finrank ℂ E) → ℝ), ∀ i, A (b i) = (ev i : ℂ) • b i :=
    ⟨hA.eigenvectorBasis rfl, hA.eigenvalues rfl, hA.apply_eigenvectorBasis rfl⟩
  have : Nonempty (Fin (finrank ℂ E)) := ⟨⟨0, finrank_pos⟩⟩
  obtain ⟨k, hk⟩ := Finite.exists_min ev
  -- expand the expectation value in the eigenbasis
  have hR : ∀ x, ev k * ‖x‖ ^ 2 ≤ expect A x := by
    intro x
    have key : ∀ i, inner ℂ x (b i) * inner ℂ (b i) x
        = ((‖inner ℂ (b i) x‖ ^ 2 : ℝ) : ℂ) := by
      intro i
      rw [← inner_conj_symm x (b i), mul_comm, Complex.mul_conj, Complex.normSq_eq_norm_sq]
    have h1 : ‖x‖ ^ 2 = ∑ i, ‖inner ℂ (b i) x‖ ^ 2 := by
      have h := b.sum_inner_mul_inner x x
      have hn : inner ℂ x x = ((‖x‖ ^ 2 : ℝ) : ℂ) :=
        (inner_self_eq_norm_sq_to_K x).trans (Complex.ofReal_pow ‖x‖ 2).symm
      simp only [key] at h
      rw [hn, ← Complex.ofReal_sum] at h
      exact (Complex.ofReal_injective h).symm
    have h2 : expect A x = ∑ i, ev i * ‖inner ℂ (b i) x‖ ^ 2 := by
      have hi : ∀ i, inner ℂ x (b i) * inner ℂ (b i) (A x)
          = ((ev i * ‖inner ℂ (b i) x‖ ^ 2 : ℝ) : ℂ) := by
        intro i
        rw [← hA (b i) x, hb i, inner_smul_left, Complex.conj_ofReal, mul_left_comm, key i,
          Complex.ofReal_mul]
      rw [expect, ← b.sum_inner_mul_inner x (A x)]
      simp only [hi]
      rw [← Complex.ofReal_sum, Complex.ofReal_re]
    rw [h1, h2, Finset.mul_sum]
    exact Finset.sum_le_sum fun i _ => mul_le_mul_of_nonneg_right (hk i) (sq_nonneg _)
  have hl : IsLeast (levels A) (ev k) := by
    refine ⟨⟨b k, b.orthonormal.ne_zero k, hb k⟩, ?_⟩
    rintro e ⟨x, hx, h⟩
    have h' := hR x
    rw [expect_eigen h] at h'
    exact le_of_mul_le_mul_right h' (pow_pos (norm_pos_iff.mpr hx) 2)
  have he : lowest A = ev k := hl.csInf_eq
  rw [he]
  exact ⟨hl, hR⟩

/-- A symmetric operator attains its highest level, which bounds every expectation value
from above. -/
theorem highest_spec {A : E →ₗ[ℂ] E} (hA : A.IsSymmetric) :
    IsGreatest (levels A) (highest A) ∧ ∀ x, expect A x ≤ highest A * ‖x‖ ^ 2 := by
  have hN : (-A).IsSymmetric := fun x y => by
    rw [LinearMap.neg_apply, LinearMap.neg_apply, inner_neg_left, inner_neg_right, hA x y]
  obtain ⟨⟨⟨y, hy, h⟩, -⟩, hR⟩ := lowest_spec hN
  have hR' : ∀ x, expect A x ≤ -lowest (-A) * ‖x‖ ^ 2 := by
    intro x
    have h1 := hR x
    have h2 : expect (-A) x = -expect A x := by simp [expect]
    linarith
  have hg : IsGreatest (levels A) (-lowest (-A)) := by
    refine ⟨⟨y, hy, ?_⟩, ?_⟩
    · rw [Complex.ofReal_neg, neg_smul, ← h, LinearMap.neg_apply, neg_neg]
    · rintro e ⟨x, hx, h⟩
      have h' := hR' x
      rw [expect_eigen h] at h'
      exact le_of_mul_le_mul_right h' (pow_pos (norm_pos_iff.mpr hx) 2)
  have he : highest A = -lowest (-A) := hg.csSup_eq
  rw [he]
  exact ⟨hg, hR'⟩
```

Without Hermiticity of \(H\) the bracket fails. Take \(H=\begin{pmatrix}1&1\\-1&-1\end{pmatrix}\), \(C=\mathrm{diag}(1,-1)\), \(c=0\), \(d=1\). The only level of \(H\) is 0, so the bracket is \(V=0\), yet \(V=-2\) also maximises `lowest`. (For \(-2<V<0\) there are no real levels, and Lean's infimum is 0.) Hermiticity of \(C\) is needed too: \(H=\mathrm{diag}(1,-1)\) and \(C=\tfrac13\begin{pmatrix}5&4\\-4&-5\end{pmatrix}\), with the same \(c\) and \(d\), have a maximiser at \(V=-3\), outside \(|V|\le2\). In infinite dimension, a Hermitian operator may have no eigenvectors to serve as trial states.

## A target strictly inside the spectrum of C

The hypotheses `hlo`, `hhi` and `hd` say that the constraint can be missed in either direction by at least \(d>0\). For \(V\ge0\), take the lowest eigenvector of \(C\) as trial state; for \(V\le0\), the highest. Then \(V(\langle C\rangle-c)\le-|V|d\), and since \(\langle H\rangle\le h_2\),

\[ W(V)\le h_2-|V|d . \]

The proof makes the same choice with `rcases le_total 0 V`, then cancels \(\|x\|^2\).

```lean
variable {H C : E →ₗ[ℂ] E} {c d : ℝ}

/-- If the levels of symmetric `C` reach `d` below and above the target, the lowest level of
`H + V (C - c)`, with `H` symmetric, is at most the highest level of `H` minus `|V| d`. -/
theorem lowest_constrained_le (hH : H.IsSymmetric) (hC : C.IsSymmetric)
    (hlo : lowest C ≤ c - d) (hhi : c + d ≤ highest C) (V : ℝ) :
    lowest (constrained H C c V) ≤ highest H - |V| * d := by
  -- the trial state is the extreme eigenvector of C that lowers the energy
  obtain ⟨x, hx, hg⟩ : ∃ x : E, x ≠ 0 ∧
      V * (expect C x - c * ‖x‖ ^ 2) ≤ -(|V| * d) * ‖x‖ ^ 2 := by
    rcases le_total 0 V with hV | hV
    · obtain ⟨x, hx, h⟩ := (lowest_spec hC).1.1
      refine ⟨x, hx, ?_⟩
      rw [expect_eigen h, abs_of_nonneg hV]
      nlinarith [mul_nonneg (mul_nonneg hV (sub_nonneg.mpr hlo)) (sq_nonneg ‖x‖)]
    · obtain ⟨x, hx, h⟩ := (highest_spec hC).1.1
      refine ⟨x, hx, ?_⟩
      rw [expect_eigen h, abs_of_nonpos hV]
      nlinarith [mul_nonneg (mul_nonneg (neg_nonneg.mpr hV) (sub_nonneg.mpr hhi))
        (sq_nonneg ‖x‖)]
  have h1 := (lowest_spec (constrained_symm hH hC c V)).2 x
  rw [expect_constrained] at h1
  have h2 := (highest_spec hH).2 x
  refine le_of_mul_le_mul_right ?_ (pow_pos (norm_pos_iff.mpr hx) 2)
  linarith
```

If the target sits at an end of the spectrum, the bound can be lost: for \(H=0\), \(C=\mathrm{diag}(0,1)\), \(c=0\), every \(V\ge0\) is a maximiser.

## A multiplier that maximises the lowest level

When the ground state is non-degenerate, the slope of \(W\) is the constraint error, so a maximiser meets the constraint. The bracket uses only the comparison with \(V=0\):

\[ h_1=W(0)\le W(V)\le h_2-|V|d . \]

Lean obtains it from `hV 0`; multiplying out \(d>0\) finishes the proof. Without such a comparison, \(V\) is arbitrary.

```lean
/-- Bracket for the multiplier: let `H` and `C` be symmetric and let the levels of `C` reach
`d > 0` below and above the target `c`. Every `V` that maximises the lowest level of
`H + V (C - c)` is at most the spectral width of `H` over `d` in magnitude. -/
theorem multiplier_bracket (hH : H.IsSymmetric) (hC : C.IsSymmetric) (hd : 0 < d)
    (hlo : lowest C ≤ c - d) (hhi : c + d ≤ highest C) {V : ℝ}
    (hV : ∀ V', lowest (constrained H C c V') ≤ lowest (constrained H C c V)) :
    |V| ≤ (highest H - lowest H) / d := by
  have h0 := hV 0
  rw [show constrained H C c 0 = H by simp [constrained]] at h0
  rw [le_div_iff₀ hd]
  linarith [lowest_constrained_le hH hC hlo hhi V]
```

A maximiser does exist. Inserting the ground state at \(V'\) as trial state at \(V\) gives

\[ W(V)\le W(V')+L|V-V'|, \]

where \(L\) is the sum of the distances from \(c\) to the extreme levels of \(C\). Hence \(W\) is continuous and has a maximum on the closed bracket; outside it, \(W(V)<h_1=W(0)\).

```lean
/-- Under the same conditions on `H`, `C`, `c` and `d`, a maximising multiplier exists. -/
theorem exists_maximiser (hH : H.IsSymmetric) (hC : C.IsSymmetric) (hd : 0 < d)
    (hlo : lowest C ≤ c - d) (hhi : c + d ≤ highest C) :
    ∃ V, ∀ V', lowest (constrained H C c V') ≤ lowest (constrained H C c V) := by
  -- the lowest level is Lipschitz in V
  have hL : ∀ V V', lowest (constrained H C c V) ≤ lowest (constrained H C c V')
      + (|highest C - c| + |lowest C - c|) * dist V V' := by
    intro V V'
    obtain ⟨x, hx, h⟩ := (lowest_spec (constrained_symm hH hC c V')).1.1
    have hn : 0 < ‖x‖ ^ 2 := pow_pos (norm_pos_iff.mpr hx) 2
    have h1 := (lowest_spec (constrained_symm hH hC c V)).2 x
    have h2 := expect_eigen h
    rw [expect_constrained] at h1 h2
    have hg : |expect C x - c * ‖x‖ ^ 2|
        ≤ (|highest C - c| + |lowest C - c|) * ‖x‖ ^ 2 := by
      have a1 := mul_le_mul_of_nonneg_right (le_abs_self (highest C - c)) hn.le
      have a2 := mul_le_mul_of_nonneg_right (neg_abs_le (lowest C - c)) hn.le
      have a3 := mul_nonneg (abs_nonneg (highest C - c)) hn.le
      have a4 := mul_nonneg (abs_nonneg (lowest C - c)) hn.le
      rw [abs_le]
      constructor <;> linarith [(lowest_spec hC).2 x, (highest_spec hC).2 x]
    have h3 := le_abs_self ((V - V') * (expect C x - c * ‖x‖ ^ 2))
    rw [abs_mul] at h3
    have h4 := mul_le_mul_of_nonneg_left hg (abs_nonneg (V - V'))
    rw [Real.dist_eq]
    refine le_of_mul_le_mul_right ?_ hn
    linarith
  have hcont := (LipschitzWith.of_le_add_mul' _ hL).continuous
  have hR : 0 ≤ (highest H - lowest H) / d :=
    div_nonneg (sub_nonneg.mpr ((lowest_spec hH).1.2 (highest_spec hH).1.1)) hd.le
  have h0 : (0 : ℝ) ∈ Set.Icc (-((highest H - lowest H) / d)) ((highest H - lowest H) / d) :=
    ⟨neg_nonpos.mpr hR, hR⟩
  obtain ⟨V, -, hV⟩ := isCompact_Icc.exists_isMaxOn ⟨0, h0⟩ hcont.continuousOn
  refine ⟨V, fun V' => ?_⟩
  rcases le_or_gt |V'| ((highest H - lowest H) / d) with h | h
  · exact hV (abs_le.mp h)
  · -- outside the bracket the level lies below its value at V = 0
    have h1 : lowest (constrained H C c 0) ≤ lowest (constrained H C c V) := hV h0
    rw [show constrained H C c 0 = H by simp [constrained]] at h1
    rw [div_lt_iff₀ hd] at h
    linarith [lowest_constrained_le hH hC hlo hhi V']
```

For bisection, start strictly outside the bracket. There, a normalised ground state obeys

\[ h_1+V(\langle C\rangle-c)\le W(V)\le h_2-|V|d<h_1, \]

so \(V\) and the constraint error have opposite signs. This is `key` in the proof, and it holds for every ground state, degenerate or not.

```lean
/-- Under the same conditions, every ground state `x` of `H + V (C - c)` has `⟨C⟩` below the
target for `V` above the bracket, and above the target for `V` below the bracket. -/
theorem constraint_error_sign (hH : H.IsSymmetric) (hC : C.IsSymmetric) (hd : 0 < d)
    (hlo : lowest C ≤ c - d) (hhi : c + d ≤ highest C) {V : ℝ} {x : E} (hx : x ≠ 0)
    (h : constrained H C c V x = (lowest (constrained H C c V) : ℂ) • x) :
    ((highest H - lowest H) / d < V → expect C x < c * ‖x‖ ^ 2) ∧
    (V < -((highest H - lowest H) / d) → c * ‖x‖ ^ 2 < expect C x) := by
  have hn : 0 < ‖x‖ ^ 2 := pow_pos (norm_pos_iff.mpr hx) 2
  have hR : 0 ≤ (highest H - lowest H) / d :=
    div_nonneg (sub_nonneg.mpr ((lowest_spec hH).1.2 (highest_spec hH).1.1)) hd.le
  have key : (highest H - lowest H) / d < |V| → V * (expect C x - c * ‖x‖ ^ 2) < 0 := by
    intro hV
    rw [div_lt_iff₀ hd] at hV
    have h1 := expect_eigen h
    rw [expect_constrained] at h1
    have h2 := mul_le_mul_of_nonneg_right (lowest_constrained_le hH hC hlo hhi V) hn.le
    have h3 := mul_lt_mul_of_pos_right hV hn
    linarith [(lowest_spec hH).2 x]
  constructor
  · intro hV
    have h1 := key (hV.trans_le (le_abs_self V))
    by_contra hc
    nlinarith [mul_nonneg (hR.trans hV.le) (sub_nonneg.mpr (not_lt.mp hc))]
  · intro hV
    have h1 := key (by linarith [neg_le_abs V])
    by_contra hc
    have hV0 : 0 ≤ -V := by linarith
    nlinarith [mul_nonneg hV0 (sub_nonneg.mpr (not_lt.mp hc))]
```

## A three-level system that reaches the end

The bound cannot be improved from \(h_1,h_2,c,d\) alone. For \(H=\mathrm{diag}(h_1,h_2,h_1)\) and \(C=\mathrm{diag}(c,c-d,c+d)\), the constrained levels are \(h_1\), \(h_2-Vd\) and \(h_1+Vd\). Thus \(W\le h_1\), with equality at \(V=(h_2-h_1)/d\). In Lean, `lev` identifies the levels of a diagonal operator with its entries, and `con` computes the constrained diagonal.

```lean
/-- The three-level operator that is diagonal with real entries `f`. -/
def diagOp (f : Fin 3 → ℝ) : EuclideanSpace ℂ (Fin 3) →ₗ[ℂ] EuclideanSpace ℂ (Fin 3) where
  toFun x := WithLp.toLp 2 (fun i => (f i : ℂ) * x i)
  map_add' x y := by ext i; simp [mul_add]
  map_smul' a x := by ext i; simp [mul_left_comm]

/-- The bracket is sharp: for `h₁ ≤ h₂` and `d > 0`, the three-level system with
`H = diag(h₁, h₂, h₁)` and `C = diag(c, c - d, c + d)` has a maximiser at `(h₂ - h₁) / d`. -/
theorem bracket_sharp (h₁ h₂ c d : ℝ) (h : h₁ ≤ h₂) (hd : 0 < d) :
    lowest (diagOp ![h₁, h₂, h₁]) = h₁ ∧ highest (diagOp ![h₁, h₂, h₁]) = h₂ ∧
    lowest (diagOp ![c, c - d, c + d]) = c - d ∧
    highest (diagOp ![c, c - d, c + d]) = c + d ∧
    ∀ V', lowest (constrained (diagOp ![h₁, h₂, h₁]) (diagOp ![c, c - d, c + d]) c V') ≤
      lowest (constrained (diagOp ![h₁, h₂, h₁]) (diagOp ![c, c - d, c + d]) c
        ((h₂ - h₁) / d)) := by
  -- the levels of a diagonal operator are its entries
  have lev : ∀ f : Fin 3 → ℝ, levels (diagOp f) = Set.range f := by
    intro f
    ext e
    constructor
    · rintro ⟨x, hx, hA⟩
      obtain ⟨i, hi⟩ : ∃ i, x i ≠ 0 := by
        by_contra hc
        exact hx (by ext i; simpa using not_not.mp (not_exists.mp hc i))
      have h' : (f i : ℂ) * x i = (e : ℂ) * x i :=
        congrArg (fun y : EuclideanSpace ℂ (Fin 3) => y i) hA
      exact ⟨i, Complex.ofReal_injective (mul_right_cancel₀ hi h')⟩
    · rintro ⟨i, rfl⟩
      refine ⟨EuclideanSpace.single i 1, by simp, ?_⟩
      ext j
      by_cases hj : j = i
      · subst hj
        simp [diagOp]
      · simp [diagOp, hj]
  have low : ∀ (f : Fin 3 → ℝ) i, (∀ j, f i ≤ f j) → lowest (diagOp f) = f i := by
    intro f i hf
    rw [lowest, lev]
    exact IsLeast.csInf_eq ⟨⟨i, rfl⟩, by rintro _ ⟨j, rfl⟩; exact hf j⟩
  have high : ∀ (f : Fin 3 → ℝ) i, (∀ j, f j ≤ f i) → highest (diagOp f) = f i := by
    intro f i hf
    rw [highest, lev]
    exact IsGreatest.csSup_eq ⟨⟨i, rfl⟩, by rintro _ ⟨j, rfl⟩; exact hf j⟩
  have con : ∀ (f g : Fin 3 → ℝ) (V : ℝ), constrained (diagOp f) (diagOp g) c V
      = diagOp (fun i => f i + V * (g i - c)) := by
    intro f g V
    refine LinearMap.ext fun x => ?_
    ext i
    simp [constrained, diagOp]
    ring
  refine ⟨low _ 0 ?_, high _ 1 ?_, low _ 1 ?_, high _ 2 ?_, fun V' => ?_⟩
  · intro j; fin_cases j <;> simp [h]
  · intro j; fin_cases j <;> simp [h]
  · intro j; fin_cases j <;> simp <;> linarith
  · intro j; fin_cases j <;> simp <;> linarith
  · have hq : (h₂ - h₁) / d * d = h₂ - h₁ := div_mul_cancel₀ _ hd.ne'
    generalize (h₂ - h₁) / d = q at hq ⊢
    -- at the end of the bracket the lowest level is still h₁
    have e1 : lowest (constrained (diagOp ![h₁, h₂, h₁]) (diagOp ![c, c - d, c + d]) c q)
        = h₁ := by
      rw [con]
      refine (low _ 0 ?_).trans (by simp)
      intro j
      fin_cases j <;> simp <;> linarith
    rw [e1, con, lowest, lev]
    exact csInf_le (Set.finite_range _).bddBelow ⟨0, by simp⟩

end

end ConstraintMultiplierBracket
```
```lean
#print axioms ConstraintMultiplierBracket.multiplier_bracket
-- 'ConstraintMultiplierBracket.multiplier_bracket' depends on axioms: [propext, Classical.choice, Quot.sound]
#print axioms ConstraintMultiplierBracket.exists_maximiser
-- 'ConstraintMultiplierBracket.exists_maximiser' depends on axioms: [propext, Classical.choice, Quot.sound]
#print axioms ConstraintMultiplierBracket.constraint_error_sign
-- 'ConstraintMultiplierBracket.constraint_error_sign' depends on axioms: [propext, Classical.choice, Quot.sound]
#print axioms ConstraintMultiplierBracket.bracket_sharp
-- 'ConstraintMultiplierBracket.bracket_sharp' depends on axioms: [propext, Classical.choice, Quot.sound]
```
